# Complex conjugation followed by Y · Y fixes the identity and flips the sign of X, Y and Z

For a single qubit, `pauli_flip` takes any of the four matrices I, X, Y, Z, complex-conjugates its entries (without transposing), and multiplies by Y on the left and on the right. The result is the same matrix for I and its negative for X, Y and Z. This is how the spin flip, or time reversal of a spin one-half, acts on these operators; the statement itself is an identity between explicit 2 × 2 complex matrices, with no state or Hamiltonian involved. The attempt splits into the four labels and the four entries of each matrix, and asks `simp` to compute all sixteen cases.

The first attempt, which Lean rejects:

```lean
import Mathlib

open Matrix
open scoped ComplexOrder

namespace PauliFlip

noncomputable section

/-- Labels of the four one-qubit Pauli matrices, identity included. -/
inductive Pauli
  | I | X | Y | Z
  deriving DecidableEq

/-- The 2 × 2 matrix belonging to a Pauli label. -/
def Pauli.mat : Pauli → Matrix (Fin 2) (Fin 2) ℂ
  | .I => !![1, 0; 0, 1]
  | .X => !![0, 1; 1, 0]
  | .Y => !![0, -Complex.I; Complex.I, 0]
  | .Z => !![1, 0; 0, -1]

/-- On one qubit, conjugation followed by `Y · Y` keeps the identity and reverses
the sign of `X`, `Y` and `Z`. -/
theorem pauli_flip (p : Pauli) : Pauli.Y.mat * p.mat.map star * Pauli.Y.mat =
    (if p = .I then (1 : ℂ) else -1) • p.mat := by
  cases p <;> ext i j <;> fin_cases i <;> fin_cases j <;>
    simp [Pauli.mat, Matrix.mul_apply, Fin.sum_univ_succ]

end

end PauliFlip
```

The compiler's answer:

```
Main.lean:25:48: error: unsolved goals
case I.«0».«0»
⊢ (![0, -Complex.I] ᵥ* !![1, 0; 0, 1].map ⇑(starRingEnd ℂ)) 1 * Complex.I = 1

case I.«0».«1»
⊢ (![0, -Complex.I] ᵥ* !![1, 0; 0, 1].map ⇑(starRingEnd ℂ)) 0 = 0

case I.«1».«0»
⊢ (![Complex.I, 0] ᵥ* !![1, 0; 0, 1].map ⇑(starRingEnd ℂ)) 1 = 0

case I.«1».«1»
⊢ -((![Complex.I, 0] ᵥ* !![1, 0; 0, 1].map ⇑(starRingEnd ℂ)) 0 * Complex.I) = 1

case X.«0».«0»
⊢ (![0, -Complex.I] ᵥ* !![0, 1; 1, 0].map ⇑(starRingEnd ℂ)) 1 = 0

case X.«0».«1»
⊢ (![0, -Complex.I] ᵥ* !![0, 1; 1, 0].map ⇑(starRingEnd ℂ)) 0 * Complex.I = 1

case X.«1».«0»
⊢ (![Complex.I, 0] ᵥ* !![0, 1; 1, 0].map ⇑(starRingEnd ℂ)) 1 * Complex.I = -1

case X.«1».«1»
⊢ (![Complex.I, 0] ᵥ* !![0, 1; 1, 0].map ⇑(starRingEnd ℂ)) 0 = 0

case Y.«0».«0»
⊢ (![0, -Complex.I] ᵥ* !![0, -Complex.I; Complex.I, 0].map ⇑(starRingEnd ℂ)) 1 = 0

case Y.«0».«1»
⊢ -((![0, -Complex.I] ᵥ* !![0, -Complex.I; Complex.I, 0].map ⇑(starRingEnd ℂ)) 0 * Complex.I) = Complex.I

case Y.«1».«0»
⊢ (![Complex.I, 0] ᵥ* !![0, -Complex.I; Complex.I, 0].map ⇑(starRingEnd ℂ)) 1 * Complex.I = -Complex.I

case Y.«1».«1»
⊢ (![Complex.I, 0] ᵥ* !![0, -Complex.I; Complex.I, 0].map ⇑(starRingEnd ℂ)) 0 = 0

case Z.«0».«0»
⊢ (![0, -Complex.I] ᵥ* !![1, 0; 0, -1].map ⇑(starRingEnd ℂ)) 1 * Complex.I = -1

case Z.«0».«1»
⊢ (![0, -Complex.I] ᵥ* !![1, 0; 0, -1].map ⇑(starRingEnd ℂ)) 0 = 0

case Z.«1».«0»
⊢ (![Complex.I, 0] ᵥ* !![1, 0; 0, -1].map ⇑(starRingEnd ℂ)) 1 = 0

case Z.«1».«1»
⊢ -((![Complex.I, 0] ᵥ* !![1, 0; 0, -1].map ⇑(starRingEnd ℂ)) 0 * Complex.I) = 1
```

The change, after which it compiles:

```diff
@@ -24,6 +24,7 @@
 theorem pauli_flip (p : Pauli) : Pauli.Y.mat * p.mat.map star * Pauli.Y.mat =
     (if p = .I then (1 : ℂ) else -1) • p.mat := by
-  cases p <;> ext i j <;> fin_cases i <;> fin_cases j <;>
-    simp [Pauli.mat, Matrix.mul_apply, Fin.sum_univ_succ]
+  ext i j
+  simp only [Matrix.mul_apply, Fin.sum_univ_two, Matrix.map_apply, Matrix.smul_apply]
+  cases p <;> fin_cases i <;> fin_cases j <;> simp [Pauli.mat]
 
 end
```

Diagnosis. The error lists sixteen unsolved goals, one for each entry of each matrix. All contain an entry of a row vector times a mapped matrix, such as `(![0, -Complex.I] ᵥ* !![1, 0; 0, 1].map ⇑(starRingEnd ℂ)) 1`. Unfolding `Pauli.mat` exposed Y as a literal matrix, and `simp` rewrote the inner product row by row into `ᵥ*`. `Matrix.mul_apply` speaks of entries of a matrix product, so it no longer applied there, and the `.map` kept the second factor from being a plain literal that `simp` could multiply out.

The repair changes the order. After `ext i j`, a `simp only` without `Pauli.mat` expands both products by `Matrix.mul_apply` and `Fin.sum_univ_two` while the matrices are still folded. `Matrix.map_apply` then moves the conjugation onto single entries, and `Matrix.smul_apply` does the same for the scalar on the right. Only afterwards does `simp [Pauli.mat]` insert the numbers, leaving arithmetic it can finish. Moving `cases p` after the expansion is mere tidying: the expansion is written once for all labels.
